# Local moments of a translation-invariant ring with one orbital per site are averages of powers of its band energies

Take a ring of two sites, 0 and 1, with on-site energy $h_0$ and total amplitude $h_1$ between the sites:

$$H=\begin{pmatrix}h_0&h_1\\h_1&h_0\end{pmatrix}.$$

The vectors $(1,1)$ and $(1,-1)$ are eigenvectors with eigenvalues $h_0+h_1$ and $h_0-h_1$. The state on site 0 is half their sum, and each of them has amplitude 1 there, so

$$(H^2)_{00}=\tfrac12\left[(h_0+h_1)^2+(h_0-h_1)^2\right]=h_0^2+h_1^2,$$

which is what squaring the matrix gives. The eigenvectors were fixed by translation symmetry alone, and both have the same weight on every site. The problems below carry this over to $N$ sites and to any power.

## The ring, its band and its waves

The sites are the elements of $\mathbb Z/N$ with $N\ge1$, written `ZMod N` in Lean; the assumption `NeZero N` excludes $N=0$. Differences of sites are taken modulo $N$, which is the periodic boundary condition.

```lean
import Mathlib

open Matrix
open scoped Real

namespace BlochMoments

noncomputable section

variable {N : ℕ} [NeZero N]
```

A complex function $h$ on $\mathbb Z/N$ gives the amplitude for each relative distance, and $H_{ij}=h(i-j)$. There is one orbital per site, the orbitals are orthonormal, and the particles do not interact. The matrix is Hermitian only if $h(-r)=\overline{h(r)}$; this is not assumed, so the band energies may be complex.

```lean
/-- The translation-invariant Hamiltonian on a ring of `N` sites, with amplitude `h (i - j)`
between sites `i` and `j`. -/
def ringHamiltonian (h : ZMod N → ℂ) : Matrix (ZMod N) (ZMod N) ℂ :=
  Matrix.of fun i j => h (i - j)
```

The wave number $k$ is also an element of $\mathbb Z/N$ and stands for the phase advance $2\pi k/N$ per site. The band energy is

$$e(k)=\sum_r h(r)\,e^{-2\pi i kr/N}.$$

In the exponent, `k.val` and `r.val` are the integer representatives between $0$ and $N-1$.

```lean
/-- The band energy `e(k) = ∑ r, h(r) exp(-2πi k r / N)`. -/
def band (h : ZMod N → ℂ) (k : ZMod N) : ℂ :=
  ∑ r : ZMod N, h r * Complex.exp (-(2 * π * Complex.I * k.val * r.val / N))
```

The Bloch wave is $w_k(j)=e^{2\pi i kj/N}$. It has squared norm $N$; the normalised state is $w_k/\sqrt N$.

```lean
/-- The unnormalised Bloch wave `exp(2πi k j / N)` of wave number `k` at site `j`. -/
def blochWave (k j : ZMod N) : ℂ :=
  Complex.exp (2 * π * Complex.I * k.val * j.val / N)
```

## (a) The Bloch wave as a character

Let $\chi$ be the function on $\mathbb Z/N$ that sends the class of an integer $n$ to $e^{2\pi i n/N}$. Show that

$$w_k(j)=\chi(kj).$$

The function $\chi$ is well defined, because adding $N$ to $n$ multiplies the exponential by $e^{2\pi i}=1$. The product of the integer representatives of $k$ and $j$ is an integer whose class is $kj$. Evaluating $\chi$ on that class with this integer gives $e^{2\pi i kj/N}$, which is $w_k(j)$.

```lean
/-- The Bloch wave is the standard character of the ring evaluated at `k * j`. -/
theorem blochWave_eq (k j : ZMod N) :
    blochWave k j = ZMod.stdAddChar (k * j) := by
  have e : (((k.val : ℤ) * (j.val : ℤ) : ℤ) : ZMod N) = k * j := by
    simp only [Int.cast_mul, Int.cast_natCast, ZMod.natCast_zmod_val]
  rw [← e, ZMod.stdAddChar_coe, blochWave]
  congr 1
  simp only [Int.cast_mul, Int.cast_natCast]
  ring
```

Mathlib's name for $\chi$ is `ZMod.stdAddChar`. The auxiliary equation `e` says that the product of representatives has class $kj$, and `ZMod.stdAddChar_coe` then supplies the exponential. From here on, phases can be combined by $\chi(x+y)=\chi(x)\chi(y)$ without keeping track of representatives.

## (b) The band energy as a character sum

Show that

$$e(k)=\sum_r h(r)\,\chi(-kr).$$

Since $\chi(x)\chi(-x)=\chi(0)=1$, we have $\chi(-kr)=1/\chi(kr)$. By (a) this is $1/e^{2\pi i kr/N}=e^{-2\pi i kr/N}$, so the two sums agree term by term.

```lean
/-- The band energy is the character sum of the hopping amplitudes. -/
theorem band_eq (h : ZMod N → ℂ) (k : ZMod N) :
    band h k = ∑ r : ZMod N, h r * ZMod.stdAddChar (-(k * r)) := by
  refine Finset.sum_congr rfl fun r _ => ?_
  rw [AddChar.map_neg_eq_inv, ← blochWave_eq, blochWave, Complex.exp_neg]
```

The proof compares the sums termwise with `Finset.sum_congr` and turns both negative signs into inverses.

## (c) Bloch waves are eigenvectors

Show that for every $k$

$$Hw_k=e(k)\,w_k.$$

At site $i$, substitute $r=i-j$. As $j$ runs once over the ring, so does $r$, and

$$\sum_j h(i-j)\chi(kj)=\sum_r h(r)\chi\bigl(k(i-r)\bigr)=\Bigl(\sum_r h(r)\chi(-kr)\Bigr)\chi(ki)=e(k)\,w_k(i).$$

```lean
/-- Each Bloch wave is an eigenvector of the ring Hamiltonian with its band energy as
eigenvalue. -/
theorem ringHamiltonian_mulVec_blochWave (h : ZMod N → ℂ) (k : ZMod N) :
    ringHamiltonian h *ᵥ blochWave k = band h k • blochWave k := by
  funext i
  change ∑ j, h (i - j) * blochWave k j = band h k * blochWave k i
  rw [band_eq, Finset.sum_mul]
  -- substitute the relative distance r = i - j
  refine Fintype.sum_equiv (Equiv.subLeft i) _ _ fun j => ?_
  change h (i - j) * blochWave k j =
    h (i - j) * ZMod.stdAddChar (-(k * (i - j))) * blochWave k i
  rw [blochWave_eq, blochWave_eq, mul_assoc, ← AddChar.map_add_eq_mul,
    show -(k * (i - j)) + k * i = k * j by ring]
```

In Lean, `*ᵥ` is a matrix acting on a vector and `•` is multiplication by a scalar. The substitution is `Equiv.subLeft i`, the bijection $j\mapsto i-j$. What remains for each $j$ is the phase identity $-k(i-j)+ki=kj$, which `ring` proves.

## (d) Powers of the Hamiltonian

Show that for every natural number $m$

$$H^m w_k=e(k)^m\,w_k.$$

For $m=0$ both sides are $w_k$. If the equation holds for $m$, then

$$H^{m+1}w_k=H^m(Hw_k)=e(k)\,H^mw_k=e(k)^{m+1}w_k.$$

```lean
/-- The `m`-th power of the Hamiltonian multiplies each Bloch wave by the `m`-th power of its
band energy. -/
theorem pow_mulVec_blochWave (h : ZMod N → ℂ) (m : ℕ) (k : ZMod N) :
    (ringHamiltonian h ^ m) *ᵥ blochWave k = band h k ^ m • blochWave k := by
  induction m with
  | zero => simp
  | succ m ih =>
    rw [pow_succ, ← Matrix.mulVec_mulVec, ringHamiltonian_mulVec_blochWave,
      Matrix.mulVec_smul, ih, smul_smul, pow_succ, mul_comm]
```

The induction step splits off the rightmost factor of $H$, applies (c) to it, moves the scalar out and uses the induction hypothesis `ih`.

## (e) Diagonal elements from factors on the waves

Let $A$ be any $N\times N$ matrix for which $Aw_k=a(k)w_k$ for every $k$. Show that for every site $i$

$$A_{ii}=\frac1N\sum_k a(k).$$

The equation at site $i$ reads $\sum_j A_{ij}\chi(kj)=a(k)\chi(ki)$. Multiplying by $\chi(-ki)$ gives

$$a(k)=\sum_j A_{ij}\,\chi\bigl(k(j-i)\bigr).$$

Now sum over $k$. For a fixed difference $d=j-i$, put $S=\sum_k\chi(kd)$. If $d=0$, every term is 1 and $S=N$. If $d\ne0$, replacing $k$ by $k+1$ only reorders the sum, so $S=\chi(d)S$; since $\chi(d)\neq1$, it follows that $S=0$. Only $j=i$ survives, and

$$\sum_k a(k)=N A_{ii}.$$

Division by $N$ finishes the argument.

```lean
/-- If an operator multiplies every Bloch wave by a factor `a k`, each of its diagonal site
elements is the average of `a` over the wave numbers. -/
theorem diagonal_eq_average (A : Matrix (ZMod N) (ZMod N) ℂ) (a : ZMod N → ℂ)
    (hA : ∀ k, A *ᵥ blochWave k = a k • blochWave k) (i : ZMod N) :
    A i i = (1 / N) * ∑ k, a k := by
  -- divide the eigenvalue equation at site i by the phase of the wave there
  have h1 : ∀ k, a k = ∑ j, A i j * ZMod.stdAddChar (k * (j - i)) := by
    intro k
    have hk : ∑ j, A i j * blochWave k j = a k * blochWave k i := congrFun (hA k) i
    simp only [blochWave_eq] at hk
    have hone : (ZMod.stdAddChar (k * i) : ℂ) * ZMod.stdAddChar (-(k * i)) = 1 := by
      rw [← AddChar.map_add_eq_mul, add_neg_cancel, AddChar.map_zero_eq_one]
    calc a k = (a k * ZMod.stdAddChar (k * i)) * ZMod.stdAddChar (-(k * i)) := by
          rw [mul_assoc, hone, mul_one]
      _ = ∑ j, A i j * ZMod.stdAddChar (k * (j - i)) := by
          rw [← hk, Finset.sum_mul]
          refine Finset.sum_congr rfl fun j _ => ?_
          rw [show k * (j - i) = k * j + -(k * i) by ring, AddChar.map_add_eq_mul, mul_assoc]
  -- summing over k leaves only the term j = i
  have h2 : ∑ k, a k = A i i * N := by
    calc ∑ k, a k = ∑ k, ∑ j, A i j * ZMod.stdAddChar (k * (j - i)) :=
          Finset.sum_congr rfl fun k _ => h1 k
      _ = ∑ j, A i j * ∑ k, ZMod.stdAddChar (k * (j - i)) := by
          rw [Finset.sum_comm]
          simp only [Finset.mul_sum]
      _ = ∑ j, if j = i then A i j * (N : ℂ) else 0 := by
          refine Finset.sum_congr rfl fun j _ => ?_
          rw [AddChar.sum_mulShift _ (ZMod.isPrimitive_stdAddChar N), ZMod.card]
          by_cases hj : j = i <;> simp [hj, sub_eq_zero]
      _ = A i i * N := by simp
  have hN : (N : ℂ) ≠ 0 := Nat.cast_ne_zero.mpr (NeZero.ne N)
  rw [h2]
  field_simp
```

The hypothesis `hA` is the assumed action on all $N$ waves. The step `h1` is the formula for $a(k)$, and `h2` is the sum over $k$: `Finset.sum_comm` exchanges the two sums, and `AddChar.sum_mulShift` is the orthogonality relation. It needs $\chi$ to be primitive, which `ZMod.isPrimitive_stdAddChar` provides. The expansion of $A$ in projectors onto the waves is not needed.

## (f) The local moments

Show that for every site $i$ and every natural number $m$

$$(H^m)_{ii}=\frac1N\sum_k e(k)^m.$$

By (d), the matrix $A=H^m$ multiplies each $w_k$ by $a(k)=e(k)^m$. Insert this into (e).

```lean
/-- **Bloch sum for moments**: every local moment `(H^m)_ii` of the ring Hamiltonian is the
average of `e(k)^m` over the `N` wave numbers. -/
theorem local_moment_eq_bloch_sum (h : ZMod N → ℂ) (m : ℕ) (i : ZMod N) :
    (ringHamiltonian h ^ m) i i = (1 / N) * ∑ k, band h k ^ m :=
  diagonal_eq_average _ _ (pow_mulVec_blochWave h m) i
```

The Lean proof is this one application. The right-hand side does not contain $i$, so all sites have the same moments. When $H$ is Hermitian, $(H^m)_{ii}$ is the $m$-th energy moment of the local density of states, and for a finite, non-interacting ring with one orbital per site the formula gives reference values for a tight-binding code that computes moments by repeated multiplication with $H$.

## (g) The local Green function

Let $z$ be a complex number and $G$ a matrix with $G(z-H)=1$. Show that $z\ne e(k)$ for every $k$, and that

$$G_{ii}=\frac1N\sum_k\frac1{z-e(k)}.$$

By (c), $(z-H)w_k=(z-e(k))w_k$. Applying $G$ to both sides gives

$$w_k=(z-e(k))\,Gw_k.$$

If $z$ were equal to $e(k)$, the right-hand side would vanish, but $w_k$ is an exponential and has no zeros. Hence $z\neq e(k)$, and division gives $Gw_k=(z-e(k))^{-1}w_k$. Now (e) applies with $A=G$ and $a(k)=(z-e(k))^{-1}$.

```lean
/-- If `z - H` has an inverse `G`, then `z` differs from every band energy and the local Green
function `G_ii` is the average of `1 / (z - e(k))` over the wave numbers. -/
theorem local_green_eq_bloch_sum (h : ZMod N → ℂ) (z : ℂ)
    (G : Matrix (ZMod N) (ZMod N) ℂ)
    (hG : G * (z • (1 : Matrix (ZMod N) (ZMod N) ℂ) - ringHamiltonian h) = 1) (i : ZMod N) :
    (∀ k, z ≠ band h k) ∧ G i i = (1 / N) * ∑ k, (z - band h k)⁻¹ := by
  have key : ∀ k, (z - band h k) • (G *ᵥ blochWave k) = blochWave k := by
    intro k
    have hw : (z • (1 : Matrix (ZMod N) (ZMod N) ℂ) - ringHamiltonian h) *ᵥ blochWave k
        = (z - band h k) • blochWave k := by
      rw [Matrix.sub_mulVec, Matrix.smul_mulVec, Matrix.one_mulVec,
        ringHamiltonian_mulVec_blochWave, sub_smul]
    rw [← Matrix.mulVec_smul, ← hw, Matrix.mulVec_mulVec, hG, Matrix.one_mulVec]
  -- a band energy equal to z would make a Bloch wave vanish
  have hne : ∀ k, z ≠ band h k := by
    intro k hk
    have h0 := key k
    rw [sub_eq_zero.mpr hk, zero_smul] at h0
    exact Complex.exp_ne_zero _ (congrFun h0 0).symm
  refine ⟨hne, diagonal_eq_average G _ (fun k => ?_) i⟩
  calc G *ᵥ blochWave k
      = (z - band h k)⁻¹ • ((z - band h k) • (G *ᵥ blochWave k)) :=
        (inv_smul_smul₀ (sub_ne_zero.mpr (hne k)) _).symm
    _ = (z - band h k)⁻¹ • blochWave k := by rw [key k]
```

The hypothesis `hG` says that $G$ is the resolvent at energy $z$, so $z$ must lie away from the spectrum; for Hermitian $H$, any $z$ with a non-zero imaginary part will do. In the proof, `key` is the equation for $w_k$ above, and `hne` evaluates it at site 0 to exclude $z=e(k)$. For Hermitian $H$ and $\eta>0$, the quantity $-\operatorname{Im}G_{ii}(E+i\eta)/\pi$ is the local density of states at energy $E$ with Lorentzian broadening $\eta$. The theorem concerns a finite ring at fixed $z$ and takes no limit in $N$ or $\eta$.

## (h) The nearest-neighbour band

Let a particle hop with amplitude $t$ by one step in either direction, so that $h(r)$ receives a contribution $t$ if $r=1$ and another $t$ if $r=-1$.

```lean
/-- Nearest-neighbour hopping `t` by one step in either direction; the two contributions add
when both steps reach the same site. -/
def chainHopping (t : ℂ) (r : ZMod N) : ℂ :=
  (if r = 1 then t else 0) + (if r = -1 then t else 0)
```

On a ring of two sites, both steps lead to the other site and the amplitude is $2t$. On a ring of one site, both lead back to the start and $2t$ is an on-site energy. The amplitude enters $H$ as $+t$; the convention with $-t$ follows by changing the sign of $t$. A complex $t$ is allowed, but it is the same in both directions, so $H$ is Hermitian only for real $t$.

Show that

$$e(k)=2t\cos\frac{2\pi k}{N}.$$

In the sum of (b), the first contribution picks out $r=1$ and the second $r=-1$:

$$e(k)=t\,\chi(-k)+t\,\chi(k)=t\left(e^{-2\pi ik/N}+e^{2\pi ik/N}\right)=2t\cos\frac{2\pi k}{N}.$$

Because the contributions are added separately, this also holds for $N=1$ and $N=2$.

```lean
/-- The nearest-neighbour ring has the band `e(k) = 2 t cos(2πk/N)`. -/
theorem band_chainHopping (t : ℂ) (k : ZMod N) :
    band (chainHopping t) k = 2 * t * Complex.cos (2 * π * k.val / N) := by
  have hk := ZMod.stdAddChar_coe (N := N) (k.val : ℤ)
  simp only [Int.cast_natCast, ZMod.natCast_zmod_val] at hk
  rw [show 2 * (π : ℂ) * Complex.I * (k.val : ℂ) / N
    = 2 * π * k.val / N * Complex.I by ring] at hk
  rw [band_eq]
  simp only [chainHopping, add_mul, ite_mul, zero_mul, Finset.sum_add_distrib,
    Finset.sum_ite_eq', Finset.mem_univ, if_true, mul_neg, mul_one, neg_neg]
  rw [AddChar.map_neg_eq_inv, hk, ← Complex.exp_neg, Complex.cos, neg_mul]
  ring
```

The equation `hk` writes $\chi(k)$ as an exponential. The second `simp only` call evaluates the two conditional sums, and the last lines unfold the complex cosine into its two exponentials.

## (i) Moments of the nearest-neighbour ring

Show that for the hopping of (h)

$$(H^m)_{ii}=\frac1N\sum_k\left(2t\cos\frac{2\pi k}{N}\right)^m.$$

Put the band energy from (h) into the average from (f). For $N=1$ the only wave number is $k=0$, and the formula gives $(2t)^m$, as it should for a single site with energy $2t$.

```lean
/-- The local moments of the nearest-neighbour ring are averages of powers of
`2 t cos(2πk/N)`. -/
theorem chain_local_moment (t : ℂ) (m : ℕ) (i : ZMod N) :
    (ringHamiltonian (chainHopping t) ^ m) i i
      = (1 / N) * ∑ k : ZMod N, (2 * t * Complex.cos (2 * π * k.val / N)) ^ m := by
  rw [local_moment_eq_bloch_sum]
  simp only [band_chainHopping]

end

end BlochMoments
```

The two proof lines are the same two substitutions.

```lean
#print axioms BlochMoments.local_green_eq_bloch_sum
#print axioms BlochMoments.chain_local_moment
```

```
'BlochMoments.local_green_eq_bloch_sum' depends on axioms: [propext, Classical.choice, Quot.sound]
'BlochMoments.chain_local_moment' depends on axioms: [propext, Classical.choice, Quot.sound]
```
